# Full set of d + 1 real orthonormal hybrids of one s and d p orbitals with a common s-coefficient: s-weight 1/(d + 1), mutual cosine −1/d

Q: The carbon atom in methane is usually drawn with four equivalent sp³ hybrids pointing to the corners of a tetrahedron. You say that the angle follows from orthogonality. I suspect that the tetrahedron has been put in somewhere. What exactly do you assume?

A: One s orbital and \(d\) p orbitals on the same centre, all orthonormal, and \(d+1\) real hybrids built from them. The p orbitals share one radial function and lie along perpendicular axes, so physically \(d \le 3\); the algebra holds for every \(d\). Hybrid \(i\), with \(i = 0,\dots,d\), has s-coefficient \(s\) and p-coefficients \(p_i \in \mathbb{R}^d\). The number \(s\) is the same for every hybrid, which is the sense of "equivalent" here, and the hybrids are orthonormal. No direction is prescribed for the hybrids.

Q: Then derive the angle without any Lean.

A: Let \(H\) be the square matrix whose column \(i\) is \((s, p_i)\). The overlap of hybrids \(i\) and \(j\) is
\[
(H^{T}H)_{ij} = s^2 + p_i\cdot p_j = \delta_{ij}.
\]
There are as many hybrids as atomic orbitals, so \(H\) is square, and \(H^{T}H = 1\) implies \(HH^{T} = 1\). The rows are therefore orthonormal too. The s-row contains \(s\) exactly \(d+1\) times, and its norm gives
\[
(d+1)\,s^2 = 1, \qquad s^2 = \frac{1}{d+1}.
\]
Putting this back into the overlaps gives, for \(i \neq j\),
\[
p_i\cdot p_i = 1 - \frac{1}{d+1} = \frac{d}{d+1}, \qquad p_i\cdot p_j = -\frac{1}{d+1}.
\]
All p-parts have the same length, so the cosine is the quotient of these two numbers:
\[
\cos\theta_{ij} = \frac{-1/(d+1)}{d/(d+1)} = -\frac{1}{d}.
\]
Two distinct hybrids exist only if \(d \ge 1\), so the division is sound.

Q: I accept that. Now show me that the formal objects are the same ones.

A: The dimension `d` is an arbitrary natural number, an implicit argument of each definition and theorem that uses it.

```lean
import Mathlib

open Matrix

namespace EquivalentHybrids

noncomputable section

variable {d : ℕ}
```

The matrix comes next. `Fin (d + 1)` labels the hybrids, and it also labels the rows. `Fin.cons s (p i)` puts \(s\) in front of the p-coefficients, so row 0 is the s-row and p-orbital \(k\), counted from 0, sits in row \(k+1\).

```lean
/-- The coefficient matrix of `d + 1` hybrids: column `i` is `(s, p i)`, with the common
s-coefficient in row `0` and the p-coefficients in the other rows. -/
def hybridMatrix (s : ℝ) (p : Fin (d + 1) → Fin d → ℝ) :
    Matrix (Fin (d + 1)) (Fin (d + 1)) ℝ :=
  Matrix.of fun k i => (Fin.cons s (p i) : Fin (d + 1) → ℝ) k
```

Q: And the angle? A hybrid is a function in space, not an arrow.

A: In the physical cases \(d \le 3\), a nonzero combination of these p orbitals with coefficients \(p_i\) is, up to normalisation, again a p orbital, oriented along the vector \(p_i\). The angle between two hybrids is taken to be the angle between these vectors. The cosine is the dot product over the product of the lengths.

```lean
/-- The cosine of the angle between two vectors: their dot product over the product of
their lengths. -/
def cosAngle (u v : Fin d → ℝ) : ℝ :=
  (u ⬝ᵥ v) / (Real.sqrt (u ⬝ᵥ u) * Real.sqrt (v ⬝ᵥ v))
```

The angle is its arccosine, in radians, and lies between \(0\) and \(\pi\).

```lean
/-- The angle, in radians, between the directions of two p-parts. -/
def hybridAngle (u v : Fin d → ℝ) : ℝ := Real.arccos (cosAngle u v)
```

Q: Does it matter that the s-coefficients agree in sign as well as in size?

A: Yes. Reversing the phase of one hybrid leaves the physical orbital unchanged but reverses its \(p_i\), and with it the sign of the cosine to every other hybrid. The common \(s\) fixes the relative phases. If only the weights \(s^2\) agree, choose the phases so that the coefficients agree, and then apply the theorem.

Q: Where does the overlap formula appear?

A: As the first lemma. The matrix product is expanded, and the sum over rows is split into row 0 and the rest.

```lean
/-- The overlap of two hybrids is the s-contribution `s ^ 2` plus the dot product of
their p-parts. -/
theorem overlap_apply (s : ℝ) (p : Fin (d + 1) → Fin d → ℝ) (i j : Fin (d + 1)) :
    ((hybridMatrix s p)ᵀ * hybridMatrix s p) i j = s ^ 2 + p i ⬝ᵥ p j := by
  simp [hybridMatrix, Matrix.mul_apply, Fin.sum_univ_succ, dotProduct, sq]
```

The next lemma supplies the condition \(d \neq 0\) from the existence of two different labels, which is why the main theorem doesn't need \(d \ge 1\) as a hypothesis.

```lean
/-- Two distinct hybrids exist only if there is at least one p-orbital. -/
theorem dim_ne_zero {i j : Fin (d + 1)} (hij : i ≠ j) : (d : ℝ) ≠ 0 := by
  have h1 := Fin.val_ne_of_ne hij
  have h2 := i.isLt
  have h3 := j.isLt
  have h4 : d ≠ 0 := by omega
  exact_mod_cast h4
```

Q: The step from columns to rows carried the whole argument. How is it done?

A: By `mul_eq_one_comm`, which turns \(H^{T}H = 1\) into \(HH^{T} = 1\) for square matrices. The proof then computes the entry `0 0` of \(HH^{T}\) as \((d+1)s^2\), equates it to 1 and solves for \(s^2\).

```lean
/-- In an orthonormal set of `d + 1` hybrids with a common s-coefficient, the s-weight of each
hybrid is `1 / (d + 1)`. -/
theorem s_weight {s : ℝ} {p : Fin (d + 1) → Fin d → ℝ}
    (h : (hybridMatrix s p)ᵀ * hybridMatrix s p = 1) : s ^ 2 = 1 / ((d : ℝ) + 1) := by
  -- the rows of a square orthogonal matrix are normalised too
  have h' := mul_eq_one_comm.mp h
  have e : (hybridMatrix s p * (hybridMatrix s p)ᵀ) 0 0 = ((d : ℝ) + 1) * s ^ 2 := by
    simp [hybridMatrix, Matrix.mul_apply, sq]
  rw [h', Matrix.one_apply_eq] at e
  have hne : (d : ℝ) + 1 ≠ 0 := by positivity
  rw [eq_div_iff hne]
  linear_combination -e
```

Q: Now the main statement, in words.

A: For any real \(s\) and any p-parts, if the hybrid matrix satisfies \(H^{T}H = 1\), then \(s^2 = 1/(d+1)\), and any two p-parts with different labels have cosine \(-1/d\). In the proof, `hself` is the squared length \(d/(d+1)\) and `hoff` is the dot product \(-1/(d+1)\). Both come from the overlap formula with \(s^2\) inserted. The product of the two equal square roots then collapses to \(d/(d+1)\), and `field_simp` simplifies the quotient.

```lean
/-- **Angles of equivalent hybrids.** If the columns `(s, p i)` form an orthogonal matrix,
then `s ^ 2 = 1 / (d + 1)` and distinct p-parts have cosine `-1 / d`. -/
theorem equivalent_hybrids {s : ℝ} {p : Fin (d + 1) → Fin d → ℝ}
    (h : (hybridMatrix s p)ᵀ * hybridMatrix s p = 1) :
    s ^ 2 = 1 / ((d : ℝ) + 1) ∧
      ∀ i j, i ≠ j → cosAngle (p i) (p j) = -1 / (d : ℝ) := by
  have hs := s_weight h
  refine ⟨hs, fun i j hij => ?_⟩
  have hd := dim_ne_zero hij
  have hne : (d : ℝ) + 1 ≠ 0 := by positivity
  -- normalisation fixes the length of every p-part
  have hself : ∀ k, p k ⬝ᵥ p k = (d : ℝ) / ((d : ℝ) + 1) := by
    intro k
    have e := overlap_apply s p k k
    rw [h, Matrix.one_apply_eq, hs] at e
    have e2 : (d : ℝ) / ((d : ℝ) + 1) = 1 - 1 / ((d : ℝ) + 1) := by
      field_simp
      ring
    linarith
  -- orthogonality fixes their mutual dot products
  have hoff : p i ⬝ᵥ p j = -(1 / ((d : ℝ) + 1)) := by
    have e := overlap_apply s p i j
    rw [h, Matrix.one_apply_ne hij, hs] at e
    linarith
  unfold cosAngle
  rw [hself i, hself j, hoff, Real.mul_self_sqrt (by positivity)]
  field_simp
```

Q: What happens at the bottom end, \(d = 0\)?

A: There is a single "hybrid", the s orbital itself up to sign. The theorem gives \(s^2 = 1\), and the claim about cosines is empty because there is no pair. The first case with an angle is \(d = 1\): the cosine is \(-1\), and the two hybrids point in opposite directions.

Q: A tetrahedron is also balanced about its centre. Do you get that?

A: Yes, from the same row argument. The s-row is orthogonal to the row of p-orbital \(k\), so
\[
s\sum_i p_{ik} = 0,
\]
and \(s \neq 0\) because \(s^2 = 1/(d+1)\) is positive. Hence \(\sum_i p_i = 0\). The Lean proof first excludes \(s = 0\), then reads off the entry `0 k.succ` of \(HH^{T}\) and cancels \(s\).

```lean
/-- The p-parts of an orthonormal set of `d + 1` hybrids with a common s-coefficient sum to zero. -/
theorem sum_p_eq_zero {s : ℝ} {p : Fin (d + 1) → Fin d → ℝ}
    (h : (hybridMatrix s p)ᵀ * hybridMatrix s p = 1) : ∑ i, p i = 0 := by
  have h' := mul_eq_one_comm.mp h
  have hs0 : s ≠ 0 := by
    intro h0
    have hs := s_weight h
    have hpos : 0 < 1 / ((d : ℝ) + 1) := by positivity
    rw [← hs, h0] at hpos
    norm_num at hpos
  ext k
  -- the s-row is orthogonal to the row of the p-orbital `k`
  have e : (hybridMatrix s p * (hybridMatrix s p)ᵀ) 0 k.succ = s * ∑ i, p i k := by
    simp [hybridMatrix, Matrix.mul_apply, Finset.mul_sum]
  rw [h', Matrix.one_apply_ne (Fin.succ_ne_zero k).symm] at e
  rw [Finset.sum_apply, Pi.zero_apply]
  exact (mul_eq_zero.mp e.symm).resolve_left hs0
```

Q: Suppose I start from the geometry instead. Do mutual cosines of \(-1/d\) guarantee orthogonal hybrids?

A: Together with the right weights, they do. The converse assumes \(s^2 = 1/(d+1)\), p-weights \(p_i\cdot p_i = d/(d+1)\) and mutual cosines \(-1/d\). For equal labels the overlap is
\[
\frac{1}{d+1} + \frac{d}{d+1} = 1.
\]
For different labels, multiplying the cosine by the lengths gives \(p_i\cdot p_j = -1/(d+1)\), which cancels \(s^2\). The Lean proof makes the same case distinction with `by_cases`.

```lean
/-- Conversely, s-weight `1 / (d + 1)`, p-weights `d / (d + 1)` and mutual cosines `-1 / d`
make the hybrid matrix orthogonal. -/
theorem orthogonal_of_angles {s : ℝ} {p : Fin (d + 1) → Fin d → ℝ}
    (hs : s ^ 2 = 1 / ((d : ℝ) + 1))
    (hp : ∀ i, p i ⬝ᵥ p i = (d : ℝ) / ((d : ℝ) + 1))
    (hc : ∀ i j, i ≠ j → cosAngle (p i) (p j) = -1 / (d : ℝ)) :
    (hybridMatrix s p)ᵀ * hybridMatrix s p = 1 := by
  have hne : (d : ℝ) + 1 ≠ 0 := by positivity
  ext i j
  rw [overlap_apply]
  by_cases hij : i = j
  · subst hij
    rw [Matrix.one_apply_eq, hs, hp]
    field_simp
    ring
  · have hd := dim_ne_zero hij
    have c := hc i j hij
    -- recover the dot product from the cosine and the lengths
    unfold cosAngle at c
    rw [hp i, hp j, Real.mul_self_sqrt (by positivity),
      div_eq_iff (div_ne_zero hd hne)] at c
    rw [Matrix.one_apply_ne hij, hs, c]
    field_simp
    ring
```

Q: Then let me see the familiar angles.

A: They are the cases \(d = 1, 2, 3\). For sp the cosine is \(-1\) and the angle is \(\pi\).

```lean
/-- Two orthonormal sp hybrids with a common s-coefficient enclose the angle `π`. -/
theorem sp_angle {s : ℝ} {p : Fin (1 + 1) → Fin 1 → ℝ}
    (h : (hybridMatrix s p)ᵀ * hybridMatrix s p = 1) {i j : Fin (1 + 1)} (hij : i ≠ j) :
    hybridAngle (p i) (p j) = Real.pi := by
  rw [hybridAngle, (equivalent_hybrids h).2 i j hij]
  norm_num
```

For sp² the cosine is \(-1/2\). The proof writes it as \(\cos(\pi - \pi/3)\) and uses that \(2\pi/3\) lies in the range of the arccosine. Only the two p orbitals that take part are counted; the third is left out of the matrix.

```lean
/-- Any two of three orthonormal sp² hybrids with a common s-coefficient enclose the angle `2π/3`.
-/
theorem sp2_angle {s : ℝ} {p : Fin (2 + 1) → Fin 2 → ℝ}
    (h : (hybridMatrix s p)ᵀ * hybridMatrix s p = 1) {i j : Fin (2 + 1)} (hij : i ≠ j) :
    hybridAngle (p i) (p j) = 2 * Real.pi / 3 := by
  have hcos : -1 / ((2 : ℕ) : ℝ) = Real.cos (2 * Real.pi / 3) := by
    rw [show 2 * Real.pi / 3 = Real.pi - Real.pi / 3 by ring, Real.cos_pi_sub,
      Real.cos_pi_div_three]
    norm_num
  rw [hybridAngle, (equivalent_hybrids h).2 i j hij, hcos,
    Real.arccos_cos (by positivity) (by linarith [Real.pi_pos])]
```

For sp³ the angle is \(\arccos(-1/3)\), about \(109.47^\circ\).

```lean
/-- Any two of four orthonormal sp³ hybrids with a common s-coefficient enclose the angle `arccos
(-1/3)`. -/
theorem sp3_angle {s : ℝ} {p : Fin (3 + 1) → Fin 3 → ℝ}
    (h : (hybridMatrix s p)ᵀ * hybridMatrix s p = 1) {i j : Fin (3 + 1)} (hij : i ≠ j) :
    hybridAngle (p i) (p j) = Real.arccos (-1 / 3) := by
  rw [hybridAngle, (equivalent_hybrids h).2 i j hij]
  norm_num
```

Q: So have you proved that methane is tetrahedral?

A: No. The theorem contains no Hamiltonian and no energy, and it doesn't say that a molecule must use equivalent hybrids or that its bonds follow them. That the hybrids share one s-coefficient is assumed; it stands for the equivalence of the bonds that they are meant to describe. In electronic structure, the result fixes the mutual angles of \(d+1\) orthonormal hybrids on one centre, provided that they are built from one s orbital and \(d\) p orbitals and share one s-coefficient.

Q: Is there at least one set of four hybrids that meets the hypothesis?

A: Take \(s = 1/2\) and p-parts pointing to alternate corners of a cube.

```lean
/-- Four p-parts pointing to alternate corners of a cube. -/
def sp3Parts : Fin (3 + 1) → Fin 3 → ℝ :=
  ![![1/2, 1/2, 1/2], ![1/2, -1/2, -1/2], ![-1/2, 1/2, -1/2], ![-1/2, -1/2, 1/2]]
```

The first two are \(p_0 = (\tfrac12, \tfrac12, \tfrac12)\) and \(p_1 = (\tfrac12, -\tfrac12, -\tfrac12)\). By hand,
\[
p_0\cdot p_0 = p_1\cdot p_1 = \tfrac34, \qquad p_0\cdot p_1 = \tfrac14 - \tfrac14 - \tfrac14 = -\tfrac14.
\]
Each of these hybrids has norm \(\tfrac14 + \tfrac34 = 1\), their overlap is \(\tfrac14 - \tfrac14 = 0\), and the cosine is \((-\tfrac14)/\tfrac34 = -\tfrac13\). The last theorem establishes orthonormality for the full set by going through all sixteen overlaps with `fin_cases` and evaluating each one.

```lean
/-- With s-coefficient `1/2`, the p-parts `sp3Parts` give an orthogonal hybrid matrix. -/
theorem equivalent_hybrids_witness :
    (hybridMatrix (1 / 2) sp3Parts)ᵀ * hybridMatrix (1 / 2) sp3Parts = 1 := by
  ext i j
  rw [overlap_apply]
  fin_cases i <;> fin_cases j <;>
    norm_num [sp3Parts, dotProduct, Fin.sum_univ_succ, Matrix.one_apply]

end

end EquivalentHybrids
```

```lean
#print axioms EquivalentHybrids.s_weight
#print axioms EquivalentHybrids.sp_angle
#print axioms EquivalentHybrids.sp2_angle
#print axioms EquivalentHybrids.sp3_angle
```

```
'EquivalentHybrids.s_weight' depends on axioms: [propext, Classical.choice, Quot.sound]
'EquivalentHybrids.sp_angle' depends on axioms: [propext, Classical.choice, Quot.sound]
'EquivalentHybrids.sp2_angle' depends on axioms: [propext, Classical.choice, Quot.sound]
'EquivalentHybrids.sp3_angle' depends on axioms: [propext, Classical.choice, Quot.sound]
```
